# Equally spaced sheets of equal positive charge: the linearly screened potential is lowest midway between them

Cut the potential of a periodic row of screened charged sheets off at the sheets $-N,\dots,N$, and the cell between sheets $0$ and $1$ has one more sheet on its left than on its right. The computed minimum is then displaced from the middle of the cell. With weak screening many sheets contribute, and a short sum is also visibly too small. The closed form of the infinite sum removes both errors. It gives a reference value for code that sums screened interactions over periodic images, in this one-dimensional, linearly screened model.

```lean
import Mathlib

namespace ScreenedSheetLattice

noncomputable section
```

## One sheet and the lattice

Let $a$ be the spacing and $\kappa$ the inverse screening length. The sheet at $na$, with $n$ an integer, contributes at position $x$

$$\phi_n(x)=e^{-\kappa|x-na|}.$$

This is the profile of a thin sheet in a uniform medium whose induced charge density is proportional to the local potential and opposite in sign, as in linearised Debye–Hückel or Thomas–Fermi screening. The unit is the amplitude of one sheet, taken as positive; for negative sheets the minimum below becomes a maximum. In Lean, `κ`, `a` and `x` are real numbers without units, and `n` has type `ℤ`.

```lean
/-- Screened potential at `x` of the sheet at position `n a`, in units of its amplitude,
with inverse screening length `κ`. -/
def sheetPotential (κ a x : ℝ) (n : ℤ) : ℝ := Real.exp (-(κ * |x - n * a|))
```

The lattice potential is $V(x)=\sum_{n\in\mathbb Z}\phi_n(x)$. Lean's `∑'` returns a number even for a divergent series, so convergence is stated separately below, with `HasSum`.

```lean
/-- Total potential at `x` of the infinite lattice of sheets with spacing `a`. -/
def latticePotential (κ a x : ℝ) : ℝ := ∑' n : ℤ, sheetPotential κ a x n
```

## Resolving the absolute values

Take $0\le x\le a$. A sheet at $-na$ with $n=0,1,2,\dots$ lies at or below $x$, so $|x+na|=x+na$ and

$$\phi_{-n}(x)=e^{-\kappa x}\,e^{-\kappa na}.$$

```lean
/-- For `x ≥ 0` and `a > 0`, the potential of a sheet at `-n a` with `n ≥ 0` factorises into
a function of `x` and a function of `n`. -/
theorem sheet_below {κ a x : ℝ} (ha : 0 < a) (hx : 0 ≤ x) (n : ℕ) :
    sheetPotential κ a x (-(n : ℤ)) = Real.exp (-(κ * x)) * Real.exp (-(κ * n * a)) := by
  have e : x - ((-(n : ℤ) : ℤ) : ℝ) * a = x + n * a := by push_cast; ring
  have h : 0 ≤ x + n * a := by positivity
  rw [sheetPotential, e, abs_of_nonneg h, ← Real.exp_add]
  congr 1
  ring
```

A sheet at $(n+1)a$ lies at or above $x$. Its distance is $(a-x)+na$, hence

$$\phi_{n+1}(x)=e^{-\kappa(a-x)}\,e^{-\kappa na}.$$

```lean
/-- For `x ≤ a` and `a > 0`, the potential of a sheet at `(n + 1) a` with `n ≥ 0` factorises
into a function of `x` and a function of `n`. -/
theorem sheet_above {κ a x : ℝ} (ha : 0 < a) (hx : x ≤ a) (n : ℕ) :
    sheetPotential κ a x ((n : ℤ) + 1) =
      Real.exp (-(κ * (a - x))) * Real.exp (-(κ * n * a)) := by
  have e : x - (((n : ℤ) + 1 : ℤ) : ℝ) * a = x - (n + 1) * a := by push_cast; ring
  have h0 : 0 ≤ (n : ℝ) * a := by positivity
  have h : x - (n + 1) * a ≤ 0 := by linarith
  rw [sheetPotential, e, abs_of_nonpos h, ← Real.exp_add]
  congr 1
  ring
```

## From exponentials to hyperbolic functions

Taking out the factor $e^{-\kappa a/2}$ gives

$$e^{-\kappa x}+e^{-\kappa(a-x)}=2e^{-\kappa a/2}\cosh\kappa(x-\tfrac a2),$$
$$1-e^{-\kappa a}=2e^{-\kappa a/2}\sinh\tfrac{\kappa a}2.$$

Multiplying the first line by $\sinh(\kappa a/2)$ and using the second gives the identity below. In the proof, `e1` to `e3` take out the common factor, `e4` states $e^{-\kappa a/2}e^{\kappa a/2}=1$, and `linear_combination` does the remaining algebra.

```lean
/-- For all real `κ`, `a` and `x`, the sum `exp (-κ x) + exp (-κ (a - x))` times `sinh (κ a / 2)`
equals `cosh (κ (x - a/2))` times `1 - exp (-κ a)`. -/
theorem wall_exponentials (κ a x : ℝ) :
    (Real.exp (-(κ * x)) + Real.exp (-(κ * (a - x)))) * Real.sinh (κ * a / 2) =
      Real.cosh (κ * (x - a / 2)) * (1 - Real.exp (-(κ * a))) := by
  -- `e1` to `e3` write three exponentials as products with the factor exp (-κ a / 2)
  have e1 : Real.exp (-(κ * x)) =
      Real.exp (-(κ * a / 2)) * Real.exp (-(κ * (x - a / 2))) := by
    rw [← Real.exp_add]; congr 1; ring
  have e2 : Real.exp (-(κ * (a - x))) =
      Real.exp (-(κ * a / 2)) * Real.exp (κ * (x - a / 2)) := by
    rw [← Real.exp_add]; congr 1; ring
  have e3 : Real.exp (-(κ * a)) = Real.exp (-(κ * a / 2)) * Real.exp (-(κ * a / 2)) := by
    rw [← Real.exp_add]; congr 1; ring
  have e4 : Real.exp (-(κ * a / 2)) * Real.exp (κ * a / 2) = 1 := by
    rw [← Real.exp_add, neg_add_cancel, Real.exp_zero]
  rw [e1, e2, e3, Real.cosh_eq, Real.sinh_eq]
  linear_combination
    (Real.exp (κ * (x - a / 2)) + Real.exp (-(κ * (x - a / 2)))) / 2 * e4
```

## Summing both sides

For $\kappa,a>0$ the ratio $e^{-\kappa a}$ is below one, so $\sum_{n\ge0}e^{-\kappa na}=1/(1-e^{-\kappa a})$. Adding the two sides,

$$V(x)=\frac{e^{-\kappa x}+e^{-\kappa(a-x)}}{1-e^{-\kappa a}}=\frac{\cosh\kappa(x-a/2)}{\sinh(\kappa a/2)}.$$

Positive $\kappa$ stands for the presence of screening; at $\kappa=0$ the formula gives $1$ for every term and the sum diverges. The potential of an unscreened sheet, which is linear in the distance, is not covered by this formula.

The proof turns on `HasSum.of_nat_of_neg_add_one`, which joins a sum over $0,1,2,\dots$ and a sum over $-1,-2,\dots$ into one over all integers. Here sheet $0$ belongs with the negative indices, which is the mirror image of that split. The lemma is therefore applied to $n\mapsto\phi_{-n}(x)$, and `Equiv.neg ℤ` turns the labels back. Such relabelling is allowed because `HasSum` means convergence over finite sets of sheets, irrespective of order.

In the code, `hg` is the geometric series, `hb` and `ht` are the two sides, and `hv` brings in the hyperbolic identity.

```lean
/-- For `κ, a > 0` and `0 ≤ x ≤ a`, the screened lattice sum converges to
`cosh (κ (x - a/2)) / sinh (κ a / 2)`. -/
theorem hasSum_cell {κ a x : ℝ} (hκ : 0 < κ) (ha : 0 < a) (h0 : 0 ≤ x) (h1 : x ≤ a) :
    HasSum (sheetPotential κ a x)
      (Real.cosh (κ * (x - a / 2)) / Real.sinh (κ * a / 2)) := by
  have hS : 0 < Real.sinh (κ * a / 2) := Real.sinh_pos_iff.2 (by positivity)
  have hr : Real.exp (-(κ * a)) < 1 := by
    rw [Real.exp_lt_one_iff]
    have := mul_pos hκ ha
    linarith
  -- the geometric series shared by the sheets on either side
  have hg : HasSum (fun n : ℕ => Real.exp (-(κ * n * a))) (1 - Real.exp (-(κ * a)))⁻¹ := by
    have e : (fun n : ℕ => Real.exp (-(κ * n * a))) =
        fun n : ℕ => Real.exp (-(κ * a)) ^ n := by
      funext n
      rw [← Real.exp_nat_mul, show (n : ℝ) * -(κ * a) = -(κ * n * a) by ring]
    rw [e]
    exact hasSum_geometric_of_lt_one (Real.exp_pos _).le hr
  have hb : HasSum (fun n : ℕ => sheetPotential κ a x (-(n : ℤ)))
      (Real.exp (-(κ * x)) * (1 - Real.exp (-(κ * a)))⁻¹) := by
    simp only [sheet_below ha h0]
    exact hg.mul_left _
  have ht : HasSum (fun n : ℕ => sheetPotential κ a x (-(-((n : ℤ) + 1))))
      (Real.exp (-(κ * (a - x))) * (1 - Real.exp (-(κ * a)))⁻¹) := by
    simp only [neg_neg, sheet_above ha h1]
    exact hg.mul_left _
  -- join both sides into one sum over the integers
  have hs : HasSum (fun n : ℤ => sheetPotential κ a x (-n))
      (Real.exp (-(κ * x)) * (1 - Real.exp (-(κ * a)))⁻¹ +
        Real.exp (-(κ * (a - x))) * (1 - Real.exp (-(κ * a)))⁻¹) :=
    HasSum.of_nat_of_neg_add_one (f := fun n : ℤ => sheetPotential κ a x (-n)) hb ht
  have hv : Real.exp (-(κ * x)) * (1 - Real.exp (-(κ * a)))⁻¹ +
      Real.exp (-(κ * (a - x))) * (1 - Real.exp (-(κ * a)))⁻¹ =
      Real.cosh (κ * (x - a / 2)) / Real.sinh (κ * a / 2) := by
    rw [← add_mul, ← div_eq_mul_inv, div_eq_div_iff (sub_pos.2 hr).ne' hS.ne']
    exact wall_exponentials κ a x
  rw [hv] at hs
  rw [← (Equiv.neg ℤ).hasSum_iff]
  exact hs
```

## Every other cell

Since $|x+ma-(n+m)a|=|x-na|$ for any integer $m$, moving the observation point by $ma$ only relabels the sheets. `Equiv.addRight m` is that relabelling.

```lean
/-- Moving the observation point by a whole number of lattice spacings changes neither the
convergence nor the value of the lattice sum. -/
theorem hasSum_translate (κ a x : ℝ) (m : ℤ) (S : ℝ) :
    HasSum (sheetPotential κ a (x + m * a)) S ↔ HasSum (sheetPotential κ a x) S := by
  have e : sheetPotential κ a (x + m * a) ∘ (Equiv.addRight m) = sheetPotential κ a x := by
    funext n
    have h : x + m * a - ((n + m : ℤ) : ℝ) * a = x - n * a := by push_cast; ring
    simp only [Function.comp_apply, Equiv.coe_addRight, sheetPotential, h]
  rw [← e]
  exact (Equiv.addRight m).hasSum_iff.symm
```

Any real $x$ can be written as $x=af+\lfloor x/a\rfloor a$, where $f=x/a-\lfloor x/a\rfloor$ is the fractional part and $0\le f<1$. The point $af$ lies in the first cell, so

$$V(x)=\frac{\cosh\kappa(af-a/2)}{\sinh(\kappa a/2)}.$$

```lean
/-- For `κ, a > 0` and every real `x`, the lattice sum converges to the cell formula evaluated
at the position `a * fract (x / a)` of `x` within its cell. -/
theorem hasSum_everywhere {κ a : ℝ} (hκ : 0 < κ) (ha : 0 < a) (x : ℝ) :
    HasSum (sheetPotential κ a x)
      (Real.cosh (κ * (a * Int.fract (x / a) - a / 2)) / Real.sinh (κ * a / 2)) := by
  have hx : a * Int.fract (x / a) + (⌊x / a⌋ : ℝ) * a = x := by
    have h1 := Int.fract_add_floor (x / a)
    have h2 : x / a * a = x := div_mul_cancel₀ x ha.ne'
    linear_combination a * h1 + h2
  have hf0 := Int.fract_nonneg (x / a)
  have hf1 := (Int.fract_lt_one (x / a)).le
  have h := (hasSum_translate κ a (a * Int.fract (x / a)) ⌊x / a⌋ _).2
    (hasSum_cell hκ ha (mul_nonneg ha.le hf0) (mul_le_of_le_one_right ha.le hf1))
  rwa [hx] at h
```

## The minimum

At $x=a/2$ the numerator is $\cosh0=1$, so $V(a/2)=1/\sinh(\kappa a/2)$.

```lean
/-- For `κ, a > 0`, the potential at the cell midpoint is `1 / sinh (κ a / 2)`. -/
theorem potential_midpoint {κ a : ℝ} (hκ : 0 < κ) (ha : 0 < a) :
    latticePotential κ a (a / 2) = 1 / Real.sinh (κ * a / 2) := by
  have h := (hasSum_cell hκ ha (half_pos ha).le (half_le_self ha.le)).tsum_eq
  rwa [sub_self, mul_zero, Real.cosh_zero] at h
```

Because $\cosh t\ge1$ for all real $t$ and the denominator is positive, $V(x)\ge V(a/2)$ for every $x$. Equality requires $\cosh\kappa(af-a/2)=1$, which happens only for $f=\tfrac12$, that is, $x=a/2+\lfloor x/a\rfloor a$. Conversely, translation invariance gives every point $a/2+ma$ the same value as $a/2$.

The theorem states both parts: the inequality for all real $x$, and the exact set of points where it becomes an equality. The three bullets of the proof are the inequality and the two directions of the equivalence.

```lean
/-- For `κ, a > 0`, the lattice potential is nowhere lower than at the cell midpoint `a / 2`,
and it equals that value exactly at the midpoints `a / 2 + m a` of the cells. -/
theorem midpoint_isMinimum {κ a : ℝ} (hκ : 0 < κ) (ha : 0 < a) (x : ℝ) :
    latticePotential κ a (a / 2) ≤ latticePotential κ a x ∧
      (latticePotential κ a x = latticePotential κ a (a / 2) ↔
        ∃ m : ℤ, x = a / 2 + m * a) := by
  have hS : 0 < Real.sinh (κ * a / 2) := Real.sinh_pos_iff.2 (by positivity)
  have hV : latticePotential κ a x = _ := (hasSum_everywhere hκ ha x).tsum_eq
  refine ⟨?_, ?_, ?_⟩
  · rw [potential_midpoint hκ ha, hV]
    exact div_le_div_of_nonneg_right (Real.one_le_cosh _) hS.le
  · intro h
    rw [potential_midpoint hκ ha, hV, div_left_inj' hS.ne'] at h
    -- cosh equals one only at zero
    have ht : κ * (a * Int.fract (x / a) - a / 2) = 0 := by
      by_contra hne
      exact (Real.one_lt_cosh.2 hne).ne' h
    have hc := (mul_eq_zero.1 ht).resolve_left hκ.ne'
    refine ⟨⌊x / a⌋, ?_⟩
    have h1 := Int.fract_add_floor (x / a)
    have h2 : x / a * a = x := div_mul_cancel₀ x ha.ne'
    linear_combination hc - a * h1 - h2
  · rintro ⟨m, rfl⟩
    have h := (hasSum_everywhere hκ ha (a / 2)).summable.hasSum
    exact ((hasSum_translate κ a (a / 2) m _).2 h).tsum_eq

end

end ScreenedSheetLattice
```

```lean
#print axioms ScreenedSheetLattice.sheet_above
#print axioms ScreenedSheetLattice.midpoint_isMinimum
```

```
'ScreenedSheetLattice.sheet_above' depends on axioms: [propext, Classical.choice, Quot.sound]
'ScreenedSheetLattice.midpoint_isMinimum' depends on axioms: [propext, Classical.choice, Quot.sound]
```
